# High- and low-density limits of a two-shell model for two electrons in a periodic cell

For real \(u\), \(c\) and \(d>0\), the lowest eigenvalue \(E(r)\) of

\[
H(r)=\begin{pmatrix}0 & c/r\\ c/r & d/r^2+u/r\end{pmatrix}
\]

tends to \(-c^2/d\) as \(r\to0^+\), and \(rE(r)\) tends to \(\tfrac12\bigl(u-\sqrt{u^2+4c^2}\bigr)\) as \(r\to\infty\). Here \(r\) is a length proportional to the edge of a periodic cell that holds two electrons, so small \(r\) means high density.

```lean
import Mathlib

open Matrix Filter Topology

namespace TwoShellElectronGas

noncomputable section

/-- The energies of a real two-level Hamiltonian: its eigenvalues, each with a nonzero
eigenvector. -/
def energies (H : Matrix (Fin 2) (Fin 2) ℝ) : Set ℝ :=
  {e | ∃ v : Fin 2 → ℝ, v ≠ 0 ∧ H *ᵥ v = e • v}

/-- The ground energy: the infimum of the energies. -/
def groundEnergy (H : Matrix (Fin 2) (Fin 2) ℝ) : ℝ := sInf (energies H)

/-- The two-shell Hamiltonian at density parameter `r ≠ 0`: the kinetic gap scales as `1/r^2`, the
interaction terms `c` (between shells) and `u` (upper configuration relative to the lower) as `1/r`.
-/
def twoShell (c d u r : ℝ) : Matrix (Fin 2) (Fin 2) ℝ :=
  !![0, c / r; c / r, d / r ^ 2 + u / r]

/-- Two levels at `0` and `b`, coupled by `g`, have the lowest eigenvalue
`(b - √(b² + 4g²)) / 2`. -/
theorem isLeast_energies (g b : ℝ) :
    IsLeast (energies !![0, g; g, b]) ((b - √(b ^ 2 + 4 * g ^ 2)) / 2) := by
  have hs : (√(b ^ 2 + 4 * g ^ 2)) ^ 2 = b ^ 2 + 4 * g ^ 2 := Real.sq_sqrt (by positivity)
  constructor
  · obtain ⟨e, he⟩ : ∃ e, e = (b - √(b ^ 2 + 4 * g ^ 2)) / 2 := ⟨_, rfl⟩
    rw [← he]
    have hchar : e ^ 2 = b * e + g ^ 2 := by
      rw [he]
      linear_combination hs / 4
    by_cases h : g = 0 ∧ e = 0
    · -- without coupling the lower level itself is the eigenvector
      obtain ⟨hg, h0⟩ := h
      refine ⟨![1, 0], fun hv => by simpa using congrFun hv 0, ?_⟩
      ext i
      fin_cases i <;> simp [Matrix.mulVec, dotProduct, Fin.sum_univ_two, hg, h0]
    · refine ⟨![g, e], fun hv =>
        h ⟨by simpa using congrFun hv 0, by simpa using congrFun hv 1⟩, ?_⟩
      ext i
      fin_cases i
      · simp [Matrix.mulVec, dotProduct, Fin.sum_univ_two]
        ring
      · simp [Matrix.mulVec, dotProduct, Fin.sum_univ_two]
        linear_combination -hchar
  · rintro e ⟨v, hv, h⟩
    have h0 : g * v 1 = e * v 0 := by
      simpa [Matrix.mulVec, dotProduct, Fin.sum_univ_two] using congrFun h 0
    have h1 : g * v 0 + b * v 1 = e * v 1 := by
      simpa [Matrix.mulVec, dotProduct, Fin.sum_univ_two] using congrFun h 1
    -- every eigenvalue solves the characteristic equation
    have hchar : e ^ 2 - b * e - g ^ 2 = 0 := by
      by_contra hne
      apply hv
      have k0 : (e ^ 2 - b * e - g ^ 2) * v 0 = 0 := by
        linear_combination (b - e) * h0 - g * h1
      have k1 : (e ^ 2 - b * e - g ^ 2) * v 1 = 0 := by
        linear_combination -g * h0 - e * h1
      ext i
      fin_cases i
      · exact (mul_eq_zero.mp k0).resolve_left hne
      · exact (mul_eq_zero.mp k1).resolve_left hne
    have hq : (2 * e - b) ^ 2 ≤ b ^ 2 + 4 * g ^ 2 :=
      le_of_eq (by linear_combination 4 * hchar)
    linarith [(abs_le.mp (Real.abs_le_sqrt hq)).1]

/-- Multiplying the two-level Hamiltonian by `t ≥ 0` multiplies its ground energy by `t`. -/
theorem groundEnergy_scale (t g b : ℝ) (ht : 0 ≤ t) :
    t * groundEnergy !![0, g; g, b] = groundEnergy !![0, t * g; t * g, t * b] := by
  unfold groundEnergy
  rw [(isLeast_energies g b).csInf_eq, (isLeast_energies (t * g) (t * b)).csInf_eq,
    show (t * b) ^ 2 + 4 * (t * g) ^ 2 = t ^ 2 * (b ^ 2 + 4 * g ^ 2) by ring,
    Real.sqrt_mul (sq_nonneg t), Real.sqrt_sq ht]
  ring

/-- For `r > 0` and `d + ur > 0` the ground energy of the two-shell model is
`-2c² / (d + ur + √((d + ur)² + 4c²r²))`. -/
theorem groundEnergy_twoShell {c d u r : ℝ} (hr : 0 < r) (hD : 0 < d + u * r) :
    groundEnergy (twoShell c d u r) =
      -(2 * c ^ 2) / (d + u * r + √((d + u * r) ^ 2 + 4 * (c * r) ^ 2)) := by
  have hr0 : r ≠ 0 := hr.ne'
  -- measure energies in units of the kinetic scale
  have h := groundEnergy_scale (r ^ 2) (c / r) (d / r ^ 2 + u / r) (sq_nonneg r)
  rw [show r ^ 2 * (c / r) = c * r by field_simp,
    show r ^ 2 * (d / r ^ 2 + u / r) = d + u * r by field_simp] at h
  change r ^ 2 * groundEnergy (twoShell c d u r) = sInf _ at h
  rw [(isLeast_energies (c * r) (d + u * r)).csInf_eq] at h
  have hS := Real.sq_sqrt (show 0 ≤ (d + u * r) ^ 2 + 4 * (c * r) ^ 2 by positivity)
  have hpos := add_pos_of_pos_of_nonneg hD
    (Real.sqrt_nonneg ((d + u * r) ^ 2 + 4 * (c * r) ^ 2))
  rw [eq_div_iff hpos.ne']
  apply mul_left_cancel₀ (pow_pos hr 2).ne'
  linear_combination (d + u * r + √((d + u * r) ^ 2 + 4 * (c * r) ^ 2)) * h - hS / 2

/-- For `d > 0`, both `d + ur` and `√((d + ur)² + 4c²r²)` tend to the kinetic gap `d`
as `r → 0+`. -/
theorem tendsto_gap (c u : ℝ) {d : ℝ} (hd : 0 < d) :
    Tendsto (fun r : ℝ => d + u * r) (𝓝[>] 0) (𝓝 d) ∧
    Tendsto (fun r : ℝ => √((d + u * r) ^ 2 + 4 * (c * r) ^ 2)) (𝓝[>] 0) (𝓝 d) := by
  have c1 : Continuous fun r : ℝ => d + u * r := by fun_prop
  have c2 : Continuous fun r : ℝ => √((d + u * r) ^ 2 + 4 * (c * r) ^ 2) := by fun_prop
  have e1 : d + u * 0 = d := by ring
  have e2 : √((d + u * 0) ^ 2 + 4 * (c * 0) ^ 2) = d := by
    rw [show (d + u * 0) ^ 2 + 4 * (c * 0) ^ 2 = d ^ 2 by ring, Real.sqrt_sq hd.le]
  have t1 := (c1.tendsto 0).mono_left (nhdsWithin_le_nhds (s := Set.Ioi 0))
  have t2 := (c2.tendsto 0).mono_left (nhdsWithin_le_nhds (s := Set.Ioi 0))
  exact ⟨by simpa only [e1] using t1, by simpa only [e2] using t2⟩

/-- High-density limit: for `d > 0` the ground energy tends to `-c²/d` as `r → 0+`. -/
theorem high_density_limit (c u : ℝ) {d : ℝ} (hd : 0 < d) :
    Tendsto (fun r => groundEnergy (twoShell c d u r)) (𝓝[>] 0) (𝓝 (-c ^ 2 / d)) := by
  obtain ⟨hD, hS⟩ := tendsto_gap c u hd
  have lim := (tendsto_const_nhds (x := -(2 * c ^ 2))).div (hD.add hS)
    (show d + d ≠ 0 by positivity)
  have val : -(2 * c ^ 2) / (d + d) = -c ^ 2 / d := by
    rw [div_eq_div_iff (by positivity) hd.ne']
    ring
  rw [val] at lim
  refine lim.congr' ?_
  filter_upwards [self_mem_nhdsWithin, hD.eventually (lt_mem_nhds hd)] with r hr hDr
  exact (groundEnergy_twoShell hr hDr).symm

/-- Low-density limit: `r` times the ground energy tends to `(u - √(u² + 4c²)) / 2`
as `r → ∞`. -/
theorem low_density_limit (c d u : ℝ) :
    Tendsto (fun r => r * groundEnergy (twoShell c d u r)) atTop
      (𝓝 ((u - √(u ^ 2 + 4 * c ^ 2)) / 2)) := by
  -- in units of the interaction the kinetic gap is `d / r`, which vanishes
  have hx : Tendsto (fun r : ℝ => d / r) atTop (𝓝 0) :=
    tendsto_const_nhds.div_atTop tendsto_id
  have hf : Continuous fun x : ℝ => (x + u - √((x + u) ^ 2 + 4 * c ^ 2)) / 2 := by fun_prop
  have lim := (hf.tendsto 0).comp hx
  simp only [zero_add] at lim
  refine lim.congr' ?_
  filter_upwards [eventually_gt_atTop (0 : ℝ)] with r hr
  have hr0 : r ≠ 0 := hr.ne'
  have h := groundEnergy_scale r (c / r) (d / r ^ 2 + u / r) hr.le
  rw [show r * (c / r) = c by field_simp,
    show r * (d / r ^ 2 + u / r) = d / r + u by field_simp] at h
  exact (h.trans (isLeast_energies c (d / r + u)).csInf_eq).symm

/-- Next order at high density: for `d > 0` the deviation of the ground energy from `-c²/d`,
divided by `r`, tends to `c²u/d²` as `r → 0+`. -/
theorem high_density_correction (c u : ℝ) {d : ℝ} (hd : 0 < d) :
    Tendsto (fun r => (groundEnergy (twoShell c d u r) + c ^ 2 / d) / r) (𝓝[>] 0)
      (𝓝 (c ^ 2 * u / d ^ 2)) := by
  -- divide out the factor `r` exactly, before taking the limit
  have alg : ∀ r S : ℝ, 0 < r → 0 < d + u * r → 0 ≤ S →
      S ^ 2 = (d + u * r) ^ 2 + 4 * (c * r) ^ 2 →
      (-(2 * c ^ 2) / (d + u * r + S) + c ^ 2 / d) / r =
        c ^ 2 * (u + (2 * d * u + (u ^ 2 + 4 * c ^ 2) * r) / (S + d)) /
          (d * (d + u * r + S)) := by
    intro r S hr hD hS hS2
    have hp : d + u * r + S ≠ 0 := (add_pos_of_pos_of_nonneg hD hS).ne'
    have hq : S + d ≠ 0 := by positivity
    obtain ⟨q, hqdef⟩ : ∃ q, q = (2 * d * u + (u ^ 2 + 4 * c ^ 2) * r) / (S + d) := ⟨_, rfl⟩
    rw [← hqdef]
    rw [eq_div_iff hq] at hqdef
    have k : S - d = r * q := by
      apply mul_right_cancel₀ hq
      linear_combination hS2 - r * hqdef
    rw [div_add_div _ _ hp hd.ne', div_div,
      div_eq_div_iff (mul_ne_zero (mul_ne_zero hp hd.ne') hr.ne') (mul_ne_zero hd.ne' hp)]
    linear_combination c ^ 2 * d * (d + u * r + S) * k
  obtain ⟨hD, hS⟩ := tendsto_gap c u hd
  have hN : Tendsto (fun r : ℝ => 2 * d * u + (u ^ 2 + 4 * c ^ 2) * r) (𝓝[>] 0)
      (𝓝 (2 * d * u)) := by
    have hc : Continuous fun r : ℝ => 2 * d * u + (u ^ 2 + 4 * c ^ 2) * r := by fun_prop
    have t := (hc.tendsto 0).mono_left (nhdsWithin_le_nhds (s := Set.Ioi 0))
    simpa only [mul_zero, add_zero] using t
  have lim := (((hN.div (hS.add_const d) (show d + d ≠ 0 by positivity)).const_add u).const_mul
    (c ^ 2)).div ((hD.add hS).const_mul d) (show d * (d + d) ≠ 0 by positivity)
  have val : c ^ 2 * (u + 2 * d * u / (d + d)) / (d * (d + d)) = c ^ 2 * u / d ^ 2 := by
    have h : 2 * d * u / (d + d) = u := by
      rw [div_eq_iff (by positivity)]
      ring
    rw [h, div_eq_div_iff (by positivity) (by positivity)]
    ring
  rw [val] at lim
  refine lim.congr' ?_
  filter_upwards [self_mem_nhdsWithin, hD.eventually (lt_mem_nhds hd)] with r hr hDr
  rw [groundEnergy_twoShell hr hDr]
  exact (alg r _ hr hDr (Real.sqrt_nonneg _) (Real.sq_sqrt (by positivity))).symm

/-- For `d > 0` and `u ≥ 0` the ground energy is at least `-c²/d` at every `r > 0`. -/
theorem second_order_lower_bound (c : ℝ) {d u r : ℝ} (hd : 0 < d) (hu : 0 ≤ u) (hr : 0 < r) :
    -c ^ 2 / d ≤ groundEnergy (twoShell c d u r) := by
  have hur : 0 ≤ u * r := mul_nonneg hu hr.le
  have hD : 0 < d + u * r := by linarith
  have hS : d + u * r ≤ √((d + u * r) ^ 2 + 4 * (c * r) ^ 2) :=
    (le_abs_self _).trans (Real.abs_le_sqrt (by nlinarith [sq_nonneg (c * r)]))
  rw [groundEnergy_twoShell hr hD, div_le_div_iff₀ hd (by linarith)]
  have key := mul_nonneg (sq_nonneg c)
    (show 0 ≤ d + u * r + √((d + u * r) ^ 2 + 4 * (c * r) ^ 2) - 2 * d by linarith)
  linarith

end

end TwoShellElectronGas
```

```lean
#print axioms TwoShellElectronGas.high_density_limit
#print axioms TwoShellElectronGas.low_density_limit
#print axioms TwoShellElectronGas.high_density_correction
#print axioms TwoShellElectronGas.second_order_lower_bound
```

```
'TwoShellElectronGas.high_density_limit' depends on axioms: [propext, Classical.choice, Quot.sound]
'TwoShellElectronGas.low_density_limit' depends on axioms: [propext, Classical.choice, Quot.sound]
'TwoShellElectronGas.high_density_correction' depends on axioms: [propext, Classical.choice, Quot.sound]
'TwoShellElectronGas.second_order_lower_bound' depends on axioms: [propext, Classical.choice, Quot.sound]
```

## Two configurations and three constants

In the lower configuration, both electrons occupy the zero-momentum orbital with opposite spins. The upper one is the normalised singlet combination, with equal weights, of all pairs with opposite momenta \(\mathbf k\) and \(-\mathbf k\) from the first shell of nonzero wavevectors. The model keeps these two states and discards all higher shells.

The powers of \(r\) come from the size of the cell. The allowed wavevectors are proportional to \(1/r\), so the kinetic energy needed to reach the upper configuration is \(d/r^2\) with \(d>0\). With a uniform background that neutralises the cell, Coulomb matrix elements are proportional to \(1/r\): \(c/r\) couples the two configurations, and \(u/r\) is the interaction energy of the upper one relative to the lower one. The constants \(c\), \(d\) and \(u\) stand for integrals over plane waves; they are parameters here and are not computed from the Coulomb potential.

The zero of energy is the expectation value in the lower configuration at the same \(r\). Hence \(E(r)\), which is never positive, is the change in energy caused by mixing in the upper configuration: the correlation energy within this two-state space. In this model the kinetic gap grows as \(1/r^2\), as fast as the square of the coupling, and this keeps the correlation energy finite at high density.

The high-density limit \(-c^2/d\) contains only the contribution of the first shell: in second-order perturbation theory, each higher shell would add a negative term of its own. The low-density limit must be read with more caution. Electrons at low density tend to localise relative to one another, which takes many plane waves to describe. The coefficient of \(1/r\) found here therefore belongs to the truncated model.

## The eigenvalue problem in Lean

`twoShell c d u r` is the matrix \(H(r)\). The set `energies H` contains every real \(e\) for which \(Hv=ev\) has a nonzero real solution \(v\). Real vectors suffice because the matrix is real and symmetric. `groundEnergy H` is the infimum of this set, and `isLeast_energies` shows that for the matrices used here the infimum is itself an eigenvalue.

In `high_density_limit`, the filter `𝓝[>] 0` means that \(r\) approaches zero through positive values, and the hypothesis `hd` is \(d>0\). In `low_density_limit`, `atTop` means \(r\to\infty\). That theorem has no condition on \(d\), since the kinetic term disappears in the limit whatever its sign. Neither theorem restricts \(c\) or \(u\).

Two further theorems describe the approach to high density. `high_density_correction` states that, for \(d>0\),

\[
\frac{E(r)+c^2/d}{r}\longrightarrow\frac{c^2u}{d^2}\qquad(r\to0^+),
\]

and `second_order_lower_bound` states that \(E(r)\ge-c^2/d\) at every \(r>0\) if \(d>0\) and \(u\ge0\).

## The lowest eigenvalue of two coupled levels

Take levels at \(0\) and \(b\) with coupling \(g\). For a vector with components \(v_0,v_1\), the eigenvalue equations are

\[
g v_1=e v_0,\qquad g v_0+b v_1=e v_1 .
\]

Eliminating one component at a time gives \((e^2-be-g^2)v_0=0\) and \((e^2-be-g^2)v_1=0\). Since \(v\neq0\), every eigenvalue satisfies \(e^2-be-g^2=0\), or equivalently \((2e-b)^2=b^2+4g^2\). Therefore

\[
e\ge e_-:=\frac{b-\sqrt{b^2+4g^2}}2 .
\]

This value is attained. The number \(e_-\) solves the characteristic equation, so the vector \((g,e_-)\) is mapped to \((ge_-,\,g^2+be_-)=(ge_-,\,e_-^2)=e_-(g,e_-)\). If \(g=e_-=0\), this vector vanishes, and \((1,0)\) serves instead.

`isLeast_energies` has the same two halves. The first supplies the eigenvector, with a case split for the vanishing one. The second derives the characteristic equation by contradiction: if the polynomial were nonzero, `k0` and `k1` would force both components to vanish. The lower bound then follows from `Real.abs_le_sqrt`.

## High density: the gap grows faster than the coupling

Multiplying a matrix by \(t\ge0\) multiplies its lowest eigenvalue by \(t\); this is `groundEnergy_scale`, read off from the explicit formula. With \(t=r^2\),

\[
r^2H(r)=\begin{pmatrix}0&cr\\ cr&d+ur\end{pmatrix}.
\]

Write \(D=d+ur\) and \(S=\sqrt{D^2+4c^2r^2}\). For \(r>0\) and \(D>0\), rationalising the numerator gives

\[
r^2E(r)=\frac{D-S}{2}=\frac{D^2-S^2}{2(D+S)}=-\frac{2c^2r^2}{D+S},
\qquad
E(r)=-\frac{2c^2}{D+S}.
\]

This is `groundEnergy_twoShell`. In the proof, the final `linear_combination` performs the rationalisation, using \(S^2=D^2+4c^2r^2\).

As \(r\to0^+\), both \(D\) and \(S\) tend to \(d\), which is the content of `tendsto_gap`. Hence \(E(r)\to-2c^2/(2d)=-c^2/d\). If \(u<0\), \(D\) may be negative at large \(r\), but it is positive once \(r\) is small enough. The `filter_upwards` step restricts attention to such \(r\), where the closed formula applies.

The limit equals the second-order perturbation energy, \(-(c/r)^2/(d/r^2)\), in which the powers of \(r\) cancel.

## The first correction and the lower bound

From the closed formula,

\[
\frac{E(r)+c^2/d}{r}=\frac{c^2\,(D+S-2d)}{r\,d\,(D+S)} .
\]

The numerator contains \(D-d=ur\) and

\[
S-d=\frac{S^2-d^2}{S+d}=r\,\frac{2du+(u^2+4c^2)r}{S+d}.
\]

The factor \(r\) cancels, leaving

\[
\frac{E(r)+c^2/d}{r}=\frac{c^2}{d(D+S)}\left(u+\frac{2du+(u^2+4c^2)r}{S+d}\right)
\longrightarrow\frac{c^2(u+u)}{2d^2}=\frac{c^2u}{d^2}.
\]

In `high_density_correction`, the local statement `alg` is this cancellation, carried out before any limit is taken. The remaining steps combine the limits of \(D\), \(S\) and the inner numerator. The result is the third-order perturbation term: the squared coupling times the shift \(u/r\) of the upper level, divided by the squared kinetic gap, gives \(c^2ur/d^2\).

If \(u\ge0\), then \(S\ge D\ge d\) at every \(r>0\), so \(D+S\ge2d\) and \(E(r)\ge-c^2/d\). In this case second-order perturbation theory never underestimates the size of the model's correlation energy. `second_order_lower_bound` clears the positive denominators and uses the same inequality, multiplied by \(c^2\).

## Low density: the interaction sets the scale

Now multiply by \(r\) instead of \(r^2\):

\[
rH(r)=\begin{pmatrix}0&c\\ c&d/r+u\end{pmatrix}.
\]

The eigenvalue formula gives, for every \(r>0\),

\[
rE(r)=\frac{d/r+u-\sqrt{(d/r+u)^2+4c^2}}2 .
\]

As \(r\to\infty\), \(d/r\to0\), and continuity of the square root gives the stated limit. It is the lowest eigenvalue of the interaction matrix with entries \(0,c,c,u\), so the electrons' kinetic energy no longer enters at this order.

`low_density_limit` follows these lines: `hx` is the limit of \(d/r\), `hf` is the continuity of the eigenvalue as a function of \(x=d/r\), and `groundEnergy_scale` identifies that function with \(rE(r)\) for positive \(r\). No rationalisation is needed, because nothing is divided by a vanishing quantity.
